# An eight-atom carbon skeleton with seven bonds is a tree if every atom but the first is attached to an earlier one

The theorem `skeleton_isTree` concerns the bonding pattern of eight carbon atoms, treated purely as a graph, without energies, bond orders or geometry. A map `p` assigns to each atom `i` an atom `p i`, and the two are bonded whenever they differ. If `p i < i` for every atom except atom 0, and the graph has exactly seven edges, then it is a tree, that is, connected and without cycles. The attempt shows by strong induction on the atom's index that every atom is linked to atom 0 by a path of bonds, which gives connectedness, and then uses the criterion that a connected finite graph is a tree when its edges number one fewer than its vertices.

In Lean, a first try:

```lean
import Mathlib

open Finset

namespace CarbonSkeletonPairs

variable {V : Type*} [Fintype V] [DecidableEq V] (G : SimpleGraph V) [DecidableRel G.Adj]

variable {G}

/-- The skeleton on eight carbon atoms in which each atom `i` is bonded to the atom `p i`
whenever the two differ. -/
def skeleton (p : Fin 8 → Fin 8) : SimpleGraph (Fin 8) :=
  SimpleGraph.fromRel fun i j => p i = j

instance (p : Fin 8 → Fin 8) : DecidableRel (skeleton p).Adj :=
  fun a b => inferInstanceAs (Decidable (a ≠ b ∧ (p a = b ∨ p b = a)))

/-- If every atom but the first is attached to an earlier one and there are seven bonds,
the eight-atom skeleton is a tree. -/
theorem skeleton_isTree (p : Fin 8 → Fin 8) (hp : ∀ i, i ≠ 0 → p i < i)
    (hc : (skeleton p).edgeFinset.card = 7) : (skeleton p).IsTree := by
  -- descend along the attachments to atom 0
  have key : ∀ m : ℕ, ∀ i : Fin 8, i.val = m → (skeleton p).Reachable i 0 := by
    intro m
    induction m using Nat.strong_induction_on with
    | _ m ih =>
      intro i hi
      by_cases h0 : i = 0
      · subst h0
        exact SimpleGraph.Reachable.refl _
      · have hlt := hp i h0
        have hadj : (skeleton p).Adj i (p i) :=
          (SimpleGraph.fromRel_adj _ _ _).2 ⟨hlt.ne', Or.inl rfl⟩
        exact hadj.reachable.trans
          (ih (p i).val (by have := Fin.lt_def.1 hlt; omega) (p i) rfl)
  rw [SimpleGraph.isTree_iff_connected_and_card]
  refine ⟨SimpleGraph.connected_iff_exists_forall_reachable.2
    ⟨0, fun w => (key _ w rfl).symm⟩, ?_⟩
  rw [Nat.card_eq_fintype_card, ← SimpleGraph.edgeFinset_card, hc]
  simp

end CarbonSkeletonPairs
```

Messages:

```
Main.lean:38:10: error: Invalid projection: Projections cannot be used on functions, and
  SimpleGraph.connected_iff_exists_forall_reachable
has function type
  ∀ (G : SimpleGraph ?m.125), G.Connected ↔ ∃ v, ∀ (w : ?m.125), G.Reachable v w
```

As a diff, the version that Lean accepts:

```diff
@@ -36,5 +36,5 @@
           (ih (p i).val (by have := Fin.lt_def.1 hlt; omega) (p i) rfl)
   rw [SimpleGraph.isTree_iff_connected_and_card]
-  refine ⟨SimpleGraph.connected_iff_exists_forall_reachable.2
+  refine ⟨(SimpleGraph.connected_iff_exists_forall_reachable _).2
     ⟨0, fun w => (key _ w rfl).symm⟩, ?_⟩
   rw [Nat.card_eq_fintype_card, ← SimpleGraph.edgeFinset_card, hc]
```

Cause. The message says that `.2` was applied to a function. In `SimpleGraph.connected_iff_exists_forall_reachable` the graph `G` is an explicit argument, as the round brackets in the printed type show. Written without that argument, the name stands for a function that takes a graph and returns an equivalence, and not for an equivalence itself. The projection `.2`, which would select the right-to-left direction of an equivalence, therefore has nothing to act on.

The repair writes `(SimpleGraph.connected_iff_exists_forall_reachable _).2`. The underscore fills the place of the graph, which Lean infers from the goal to be `skeleton p`, and the brackets make `.2` act on the resulting equivalence. The pair that follows, atom 0 with the paths from it to every other atom, is unchanged and is accepted as the proof of the right-hand side.
